# Faber–Ziman and Bhatia–Thornton structure factors of a binary mixture: conversion, intensity and the positivity bound

## Three descriptions at one wave number

A binary mixture has concentrations $c_1,c_2>0$ with $c_1+c_2=1$. At one fixed wave number, its Faber–Ziman structure factors are three real numbers $S_{11},S_{12},S_{22}$. The Bhatia–Thornton functions describe number (N) and concentration (C) fluctuations:

$$\begin{aligned}
S_{NN}&=c_1^2S_{11}+c_2^2S_{22}+2c_1c_2S_{12},\\
S_{NC}&=c_1c_2\,[c_1(S_{11}-S_{12})-c_2(S_{22}-S_{12})],\\
S_{CC}&=c_1c_2\,[1+c_1c_2(S_{11}+S_{22}-2S_{12})].
\end{aligned}$$

In this normalisation, $S_{ab}=1$ for all pairs gives $S_{NN}=1$, $S_{NC}=0$ and $S_{CC}=c_1c_2$. The Ashcroft–Langreth matrix is
$$A_{ab}=\delta_{ab}+\sqrt{c_ac_b}\,(S_{ab}-1).$$

For complex scattering lengths $b_1,b_2$, write $\bar b=c_1b_1+c_2b_2$ for the mean and $\Delta=b_1-b_2$ for the contrast. The coherent intensity per atom, with the Laue term included, is
$$I=c_1|b_1|^2+c_2|b_2|^2-|\bar b|^2+c_1^2|b_1|^2S_{11}+c_2^2|b_2|^2S_{22}+2c_1c_2\,\mathrm{Re}(b_1b_2^*)\,S_{12}.$$

## Equivalence and the positivity criterion

The theorems say the following.

- The map $(S_{11},S_{12},S_{22})\mapsto(S_{NN},S_{NC},S_{CC})$ is a bijection of real triples, with an explicit inverse.
- For all $b_1,b_2$, $I=|\bar b|^2S_{NN}+2\,\mathrm{Re}(\bar b\Delta^*)S_{NC}+|\Delta|^2S_{CC}$, and no other Bhatia–Thornton triple gives the right intensity for every choice of scattering lengths.
- $A$ is positive semidefinite if and only if $S_{NN}\ge0$, $S_{CC}\ge0$ and $S_{NC}^2\le S_{NN}S_{CC}$.
- $S_{NN}S_{CC}-S_{NC}^2=c_1c_2\det A$.

In Lean, `FaberZiman` and `BhatiaThornton` are records of three reals, `toBT` and `toFZ` are the conversions, and `intensityFZ` and `intensityBT` are the two expressions for $I$. `PosSemidef` means that the real matrix `ashcroftLangreth` is symmetric with a nonnegative quadratic form. The records may hold any real numbers; nothing ties them to a pair distribution or to other wave numbers.

Positivity of $A$ is a condition on the input, not derived from an ensemble. It stands for the fact that a fluctuation has nonnegative mean square: in a homogeneous, isotropic mixture at nonzero wave number, $A$ is the covariance matrix of the normalised density amplitudes of the two species. When partial structure factors are obtained by Fourier transforming pair distribution functions, the criterion can therefore flag, one wave number at a time, values spoiled by truncation or noise. Partial structure factors averaged directly from the density amplitudes of one set of simulated configurations satisfy it automatically, so there it says nothing about the quality of the sampling.

## One quadratic form in two coordinate systems

Set $h_{ab}=S_{ab}-1$ and
$$T_{11}=c_1+c_1^2h_{11},\quad T_{22}=c_2+c_2^2h_{22},\quad T_{12}=c_1c_2h_{12}.$$
Expanding $|\bar b|^2$ in the intensity gives
$$I=T_{11}|b_1|^2+T_{22}|b_2|^2+2T_{12}\,\mathrm{Re}(b_1b_2^*).$$

Since $c_1+c_2=1$, we have $b_1=\bar b+c_2\Delta$ and $b_2=\bar b-c_1\Delta$. Substituting these and collecting the coefficients of $|\bar b|^2$, $2\,\mathrm{Re}(\bar b\Delta^*)$ and $|\Delta|^2$ gives
$$\begin{aligned}
T_{11}+T_{22}+2T_{12}&=S_{NN},\\
c_2T_{11}-c_1T_{22}+(c_2-c_1)T_{12}&=S_{NC},\\
c_2^2T_{11}+c_1^2T_{22}-2c_1c_2T_{12}&=S_{CC}.
\end{aligned}$$
This proves that the intensity is preserved. Expanding $\bar b$ and $\Delta$ in $b_1,b_2$ instead gives the inverse:
$$\begin{aligned}
T_{11}&=c_1^2S_{NN}+2c_1S_{NC}+S_{CC},\\
T_{12}&=c_1c_2S_{NN}+(c_2-c_1)S_{NC}-S_{CC},\\
T_{22}&=c_2^2S_{NN}-2c_2S_{NC}+S_{CC}.
\end{aligned}$$
Then $S_{11}=1+(T_{11}-c_1)/c_1^2$, $S_{12}=1+T_{12}/(c_1c_2)$ and $S_{22}=1+(T_{22}-c_2)/c_2^2$. The two substitutions undo each other, so the two conversions do too.

For uniqueness, take real scattering lengths with mean $u$ and contrast $v$. Then
$$I=Q(u,v)=u^2S_{NN}+2uvS_{NC}+v^2S_{CC}.$$
The values at $(1,0)$, $(0,1)$ and $(1,1)$ fix all three coefficients.

## Positivity and the discriminant

Because $A_{aa}=T_{aa}/c_a$ and $A_{12}=T_{12}/\sqrt{c_1c_2}$, the quadratic form of $A$ at $(\sqrt{c_1}b_1,\sqrt{c_2}b_2)$, for real $b_1,b_2$, is $Q(\bar b,\Delta)$. Every real vector has this form and every pair $(u,v)$ occurs, so $A$ is positive semidefinite exactly when $Q\ge0$ everywhere.

If $Q\ge0$, then $Q(1,0)$ and $Q(0,1)$ give $S_{NN},S_{CC}\ge0$. The polynomial $Q(x,1)$ is nonnegative for all $x$, so its discriminant satisfies $4S_{NC}^2-4S_{NN}S_{CC}\le0$.

Conversely, assume the three inequalities. If $S_{NN}>0$, then
$$S_{NN}Q=(S_{NN}u+S_{NC}v)^2+(S_{NN}S_{CC}-S_{NC}^2)v^2\ge0.$$
If $S_{NN}=0$, then $S_{NC}=0$ and $Q=v^2S_{CC}\ge0$.

For the determinant, the change from $(u,v)$ to $(b_1,b_2)$ has determinant $-1$, so
$$S_{NN}S_{CC}-S_{NC}^2=T_{11}T_{22}-T_{12}^2=c_1c_2\det A.$$

## A mixture with one fifth of species 1

Take $c_1=0.2$, $c_2=0.8$, $S_{11}=2$, $S_{12}=0.5$ and $S_{22}=1.5$. Then $S_{NN}=1.2$, $S_{NC}=-0.08$ and $S_{CC}=0.224$, so $S_{NN}S_{CC}-S_{NC}^2=0.2688-0.0064=0.2624$. The matrix has $A_{11}=1.2$, $A_{22}=1.4$ and $A_{12}=-0.2$, so $c_1c_2\det A=0.16\times1.64=0.2624$ as well.

## Strict positivity

The same change of variables gives a strict version, which is not proved in the Lean code below: $A$ is positive definite exactly when $S_{NN}>0$, $S_{CC}>0$ and $S_{NC}^2<S_{NN}S_{CC}$.

## The conversions and the criterion in Lean

```lean
import Mathlib

open Matrix ComplexConjugate

namespace BinaryStructureFactors

noncomputable section

/-- Faber-Ziman partial structure factors of a binary mixture at one wave number. -/
@[ext] structure FaberZiman where
  s11 : ℝ
  s12 : ℝ
  s22 : ℝ

/-- Bhatia-Thornton number-number, number-concentration and
concentration-concentration structure factors at one wave number. -/
@[ext] structure BhatiaThornton where
  nn : ℝ
  nc : ℝ
  cc : ℝ

/-- The Bhatia-Thornton structure factors computed from the Faber-Ziman ones. -/
def toBT (c1 c2 : ℝ) (S : FaberZiman) : BhatiaThornton where
  nn := c1 ^ 2 * S.s11 + c2 ^ 2 * S.s22 + 2 * c1 * c2 * S.s12
  nc := c1 * c2 * (c1 * (S.s11 - S.s12) - c2 * (S.s22 - S.s12))
  cc := c1 * c2 * (1 + c1 * c2 * (S.s11 + S.s22 - 2 * S.s12))

/-- The Faber-Ziman structure factors computed from the Bhatia-Thornton ones,
for nonzero concentrations. -/
def toFZ (c1 c2 : ℝ) (B : BhatiaThornton) : FaberZiman where
  s11 := 1 + (c1 ^ 2 * B.nn + 2 * c1 * B.nc + B.cc - c1) / c1 ^ 2
  s12 := 1 + (c1 * c2 * B.nn + (c2 - c1) * B.nc - B.cc) / (c1 * c2)
  s22 := 1 + (c2 ^ 2 * B.nn - 2 * c2 * B.nc + B.cc - c2) / c2 ^ 2

/-- Coherent intensity per atom in Faber-Ziman form, including the Laue term,
for complex scattering lengths `b1` and `b2`. -/
def intensityFZ (c1 c2 : ℝ) (b1 b2 : ℂ) (S : FaberZiman) : ℝ :=
  c1 * Complex.normSq b1 + c2 * Complex.normSq b2 - Complex.normSq (c1 * b1 + c2 * b2)
    + c1 ^ 2 * Complex.normSq b1 * S.s11 + c2 ^ 2 * Complex.normSq b2 * S.s22
    + 2 * c1 * c2 * (b1 * conj b2).re * S.s12

/-- Coherent intensity per atom in Bhatia-Thornton form, built from the mean
scattering length and the contrast `b1 - b2`. -/
def intensityBT (c1 c2 : ℝ) (b1 b2 : ℂ) (B : BhatiaThornton) : ℝ :=
  Complex.normSq (c1 * b1 + c2 * b2) * B.nn
    + 2 * ((c1 * b1 + c2 * b2) * conj (b1 - b2)).re * B.nc
    + Complex.normSq (b1 - b2) * B.cc

/-- The Ashcroft-Langreth matrix `δ_ab + √(c_a c_b) (S_ab - 1)`, with `√(c_a c_a)`
written as `c_a` on the diagonal. -/
def ashcroftLangreth (c1 c2 : ℝ) (S : FaberZiman) : Matrix (Fin 2) (Fin 2) ℝ :=
  !![1 + c1 * (S.s11 - 1), √(c1 * c2) * (S.s12 - 1);
     √(c1 * c2) * (S.s12 - 1), 1 + c2 * (S.s22 - 1)]

variable {c1 c2 : ℝ}

/-- The two conversion formulas between Faber-Ziman and Bhatia-Thornton structure
factors undo each other. -/
theorem conversions_inverse (h1 : 0 < c1) (h2 : 0 < c2) (h : c1 + c2 = 1) :
    Function.LeftInverse (toFZ c1 c2) (toBT c1 c2) ∧
      Function.RightInverse (toFZ c1 c2) (toBT c1 c2) := by
  constructor
  · intro S
    obtain rfl : c2 = 1 - c1 := by linarith
    ext
    · simp only [toFZ, toBT]
      rw [eq_comm, ← sub_eq_iff_eq_add', eq_div_iff (pow_pos h1 2).ne']
      ring
    · simp only [toFZ, toBT]
      rw [eq_comm, ← sub_eq_iff_eq_add', eq_div_iff (mul_pos h1 h2).ne']
      ring
    · simp only [toFZ, toBT]
      rw [eq_comm, ← sub_eq_iff_eq_add', eq_div_iff (pow_pos h2 2).ne']
      ring
  · intro B
    show toBT c1 c2 (toFZ c1 c2 B) = B
    have cancel : ∀ d X : ℝ, d ≠ 0 → d * (1 + X / d - 1) = X := by
      intro d X hd
      have e := (div_eq_iff hd).1 (rfl : X / d = X / d)
      linear_combination -e
    -- the defining relations of the inverse, cleared of denominators
    have e11 : c1 ^ 2 * ((toFZ c1 c2 B).s11 - 1)
        = c1 ^ 2 * B.nn + 2 * c1 * B.nc + B.cc - c1 := cancel _ _ (pow_pos h1 2).ne'
    have e12 : c1 * c2 * ((toFZ c1 c2 B).s12 - 1)
        = c1 * c2 * B.nn + (c2 - c1) * B.nc - B.cc := cancel _ _ (mul_pos h1 h2).ne'
    have e22 : c2 ^ 2 * ((toFZ c1 c2 B).s22 - 1)
        = c2 ^ 2 * B.nn - 2 * c2 * B.nc + B.cc - c2 := cancel _ _ (pow_pos h2 2).ne'
    generalize toFZ c1 c2 B = S at e11 e12 e22 ⊢
    obtain rfl : c2 = 1 - c1 := by linarith
    ext
    · simp only [toBT]
      linear_combination e11 + e22 + 2 * e12
    · simp only [toBT]
      linear_combination (1 - c1) * e11 - c1 * e22 + (1 - c1 - c1) * e12
    · simp only [toBT]
      linear_combination (1 - c1) ^ 2 * e11 + c1 ^ 2 * e22 - 2 * c1 * (1 - c1) * e12

/-- The map from Faber-Ziman to Bhatia-Thornton structure factors is bijective. -/
theorem toBT_bijective (h1 : 0 < c1) (h2 : 0 < c2) (h : c1 + c2 = 1) :
    Function.Bijective (toBT c1 c2) :=
  ⟨(conversions_inverse h1 h2 h).1.injective, (conversions_inverse h1 h2 h).2.surjective⟩

/-- Both descriptions give the same coherent intensity for all complex scattering lengths. -/
theorem intensity_preserved (h : c1 + c2 = 1) (b1 b2 : ℂ) (S : FaberZiman) :
    intensityBT c1 c2 b1 b2 (toBT c1 c2 S) = intensityFZ c1 c2 b1 b2 S := by
  obtain rfl : c2 = 1 - c1 := by linarith
  simp only [intensityBT, intensityFZ, toBT, Complex.normSq_apply, Complex.add_re,
    Complex.add_im, Complex.sub_re, Complex.sub_im, Complex.mul_re, Complex.mul_im,
    Complex.ofReal_re, Complex.ofReal_im, Complex.conj_re, Complex.conj_im]
  ring

/-- For real scattering lengths with mean `u` and contrast `v`, the intensity is a
quadratic form in `u` and `v` with the Bhatia-Thornton functions as coefficients. -/
theorem intensity_mean_contrast (h : c1 + c2 = 1) (u v : ℝ) (B : BhatiaThornton) :
    intensityBT c1 c2 ((u + c2 * v : ℝ) : ℂ) ((u - c1 * v : ℝ) : ℂ) B
      = u ^ 2 * B.nn + 2 * (u * v) * B.nc + v ^ 2 * B.cc := by
  have r1 : c1 * (u + c2 * v) + c2 * (u - c1 * v) = u := by linear_combination u * h
  have r2 : (u + c2 * v) - (u - c1 * v) = v := by linear_combination v * h
  have e1 : (c1 : ℂ) * ((u + c2 * v : ℝ) : ℂ) + c2 * ((u - c1 * v : ℝ) : ℂ) = (u : ℂ) := by
    exact_mod_cast r1
  have e2 : ((u + c2 * v : ℝ) : ℂ) - ((u - c1 * v : ℝ) : ℂ) = (v : ℂ) := by
    exact_mod_cast r2
  unfold intensityBT
  rw [e1, e2]
  simp only [Complex.normSq_ofReal, Complex.conj_ofReal, ← Complex.ofReal_mul,
    Complex.ofReal_re]
  ring

/-- A Bhatia-Thornton triple reproduces the Faber-Ziman intensity for all scattering
lengths exactly when it is the image of the Faber-Ziman triple under the standard map. -/
theorem intensity_determines_toBT (h : c1 + c2 = 1) (S : FaberZiman) (B : BhatiaThornton) :
    (∀ b1 b2 : ℂ, intensityBT c1 c2 b1 b2 B = intensityFZ c1 c2 b1 b2 S)
      ↔ B = toBT c1 c2 S := by
  constructor
  · intro hB
    have key : ∀ u v : ℝ, u ^ 2 * B.nn + 2 * (u * v) * B.nc + v ^ 2 * B.cc
        = u ^ 2 * (toBT c1 c2 S).nn + 2 * (u * v) * (toBT c1 c2 S).nc
          + v ^ 2 * (toBT c1 c2 S).cc := by
      intro u v
      rw [← intensity_mean_contrast h, ← intensity_mean_contrast h, hB,
        intensity_preserved h]
    -- pure mean, pure contrast, and one mixed choice
    have k1 := key 1 0
    have k2 := key 0 1
    have k3 := key 1 1
    ext <;> linarith
  · rintro rfl b1 b2
    exact intensity_preserved h b1 b2 S

/-- The Ashcroft-Langreth quadratic form at `(√c1 b1, √c2 b2)` is the Bhatia-Thornton
quadratic form in the mean and the contrast of `b1` and `b2`. -/
theorem ashcroftLangreth_form (h1 : 0 < c1) (h2 : 0 < c2) (h : c1 + c2 = 1)
    (b1 b2 : ℝ) (S : FaberZiman) :
    ![√c1 * b1, √c2 * b2] ⬝ᵥ ashcroftLangreth c1 c2 S *ᵥ ![√c1 * b1, √c2 * b2]
      = (c1 * b1 + c2 * b2) ^ 2 * (toBT c1 c2 S).nn
        + 2 * ((c1 * b1 + c2 * b2) * (b1 - b2)) * (toBT c1 c2 S).nc
        + (b1 - b2) ^ 2 * (toBT c1 c2 S).cc := by
  have form : ∀ a b d x y : ℝ, ![x, y] ⬝ᵥ !![a, b; b, d] *ᵥ ![x, y]
      = a * x ^ 2 + 2 * b * (x * y) + d * y ^ 2 := by
    intro a b d x y
    simp [Matrix.mulVec, dotProduct, Fin.sum_univ_two]
    ring
  have key : c1 * b1 ^ 2 * (1 + c1 * (S.s11 - 1)) + 2 * c1 * c2 * b1 * b2 * (S.s12 - 1)
      + c2 * b2 ^ 2 * (1 + c2 * (S.s22 - 1))
      = (c1 * b1 + c2 * b2) ^ 2 * (toBT c1 c2 S).nn
        + 2 * ((c1 * b1 + c2 * b2) * (b1 - b2)) * (toBT c1 c2 S).nc
        + (b1 - b2) ^ 2 * (toBT c1 c2 S).cc := by
    obtain rfl : c2 = 1 - c1 := by linarith
    simp only [toBT]
    ring
  have hs : √c1 * √c1 = c1 := Real.mul_self_sqrt h1.le
  have ht : √c2 * √c2 = c2 := Real.mul_self_sqrt h2.le
  rw [← key, ashcroftLangreth, form, Real.sqrt_mul h1.le]
  linear_combination
    (b1 ^ 2 * (1 + c1 * (S.s11 - 1)) + 2 * b1 * b2 * (S.s12 - 1) * (√c2 * √c2)) * hs
    + (b2 ^ 2 * (1 + c2 * (S.s22 - 1)) + 2 * b1 * b2 * (S.s12 - 1) * c1) * ht

/-- The gap `S_NN S_CC - S_NC²` is `c1 c2` times the Ashcroft-Langreth determinant. -/
theorem gap_eq_det (h1 : 0 < c1) (h2 : 0 < c2) (h : c1 + c2 = 1) (S : FaberZiman) :
    (toBT c1 c2 S).nn * (toBT c1 c2 S).cc - (toBT c1 c2 S).nc ^ 2
      = c1 * c2 * (ashcroftLangreth c1 c2 S).det := by
  have hr : √(c1 * c2) * √(c1 * c2) = c1 * c2 := Real.mul_self_sqrt (mul_pos h1 h2).le
  have e : √(c1 * c2) * (S.s12 - 1) * (√(c1 * c2) * (S.s12 - 1))
      = c1 * c2 * (S.s12 - 1) ^ 2 := by linear_combination (S.s12 - 1) ^ 2 * hr
  rw [ashcroftLangreth, Matrix.det_fin_two_of, e]
  clear e hr
  obtain rfl : c2 = 1 - c1 := by linarith
  simp only [toBT]
  ring

/-- The Ashcroft-Langreth matrix is positive semidefinite exactly when `S_NN` and `S_CC`
are nonnegative and `S_NC² ≤ S_NN S_CC`. -/
theorem posSemidef_iff_bhatiaThornton (h1 : 0 < c1) (h2 : 0 < c2) (h : c1 + c2 = 1)
    (S : FaberZiman) :
    (ashcroftLangreth c1 c2 S).PosSemidef ↔
      0 ≤ (toBT c1 c2 S).nn ∧ 0 ≤ (toBT c1 c2 S).cc ∧
        (toBT c1 c2 S).nc ^ 2 ≤ (toBT c1 c2 S).nn * (toBT c1 c2 S).cc := by
  rw [Matrix.posSemidef_iff_dotProduct_mulVec]
  constructor
  · rintro ⟨-, hP⟩
    have hq : ∀ u v : ℝ, 0 ≤ u ^ 2 * (toBT c1 c2 S).nn
        + 2 * (u * v) * (toBT c1 c2 S).nc + v ^ 2 * (toBT c1 c2 S).cc := by
      intro u v
      have e1 : c1 * (u + c2 * v) + c2 * (u - c1 * v) = u := by linear_combination u * h
      have e2 : (u + c2 * v) - (u - c1 * v) = v := by linear_combination v * h
      have p := hP ![√c1 * (u + c2 * v), √c2 * (u - c1 * v)]
      rw [star_trivial, ashcroftLangreth_form h1 h2 h, e1, e2] at p
      exact p
    -- a nonnegative quadratic has nonpositive discriminant
    have hd := discrim_le_zero (a := (toBT c1 c2 S).nn) (b := 2 * (toBT c1 c2 S).nc)
      (c := (toBT c1 c2 S).cc) (fun x => by linarith [hq x 1])
    unfold discrim at hd
    exact ⟨by linarith [hq 1 0], by linarith [hq 0 1], by linarith⟩
  · rintro ⟨ha, hd, hb⟩
    refine ⟨Matrix.IsHermitian.ext fun i j => by
      fin_cases i <;> fin_cases j <;> simp [ashcroftLangreth], fun x => ?_⟩
    have e0 : √c1 * (x 0 / √c1) = x 0 := by
      have := (div_eq_iff (Real.sqrt_pos.2 h1).ne').1 (rfl : x 0 / √c1 = x 0 / √c1)
      linarith
    have e1 : √c2 * (x 1 / √c2) = x 1 := by
      have := (div_eq_iff (Real.sqrt_pos.2 h2).ne').1 (rfl : x 1 / √c2 = x 1 / √c2)
      linarith
    have hx : x = ![√c1 * (x 0 / √c1), √c2 * (x 1 / √c2)] := by
      rw [e0, e1]
      ext i
      fin_cases i <;> rfl
    rw [star_trivial, hx, ashcroftLangreth_form h1 h2 h]
    generalize c1 * (x 0 / √c1) + c2 * (x 1 / √c2) = u
    generalize x 0 / √c1 - x 1 / √c2 = v
    generalize (toBT c1 c2 S).nn = a at *
    generalize (toBT c1 c2 S).nc = b at *
    generalize (toBT c1 c2 S).cc = d at *
    rcases ha.eq_or_lt with h0 | hpos
    · -- without number fluctuations the cross term vanishes
      subst h0
      have b0 : b = 0 :=
        (pow_eq_zero_iff two_ne_zero).1 (le_antisymm (by linarith) (sq_nonneg b))
      rw [b0]
      linarith [mul_nonneg (sq_nonneg v) hd]
    · -- otherwise complete the square
      have p : 0 ≤ a * (u ^ 2 * a + 2 * (u * v) * b + v ^ 2 * d) := by
        linarith [sq_nonneg (a * u + b * v), mul_nonneg (sq_nonneg v) (sub_nonneg.2 hb)]
      exact (mul_nonneg_iff_of_pos_left hpos).1 p

end

end BinaryStructureFactors
```

```lean
#print axioms BinaryStructureFactors.conversions_inverse
#print axioms BinaryStructureFactors.intensity_determines_toBT
#print axioms BinaryStructureFactors.gap_eq_det
#print axioms BinaryStructureFactors.posSemidef_iff_bhatiaThornton
```

```
'BinaryStructureFactors.conversions_inverse' depends on axioms: [propext, Classical.choice, Quot.sound]
'BinaryStructureFactors.intensity_determines_toBT' depends on axioms: [propext, Classical.choice, Quot.sound]
'BinaryStructureFactors.gap_eq_det' depends on axioms: [propext, Classical.choice, Quot.sound]
'BinaryStructureFactors.posSemidef_iff_bhatiaThornton' depends on axioms: [propext, Classical.choice, Quot.sound]
```

## How the Lean proofs follow the algebra

`conversions_inverse` substitutes $c_2=1-c_1$ and clears denominators. In its second half, `e11`, `e12` and `e22` are the inverse relations above, and the `linear_combination` calls add them with the weights that gave $S_{NN}$, $S_{NC}$ and $S_{CC}$. `toBT_bijective` follows from the two-sided inverse.

`intensity_preserved` expands real and imaginary parts and leaves a polynomial identity to `ring`. `intensity_mean_contrast` produces $Q(u,v)$, and `intensity_determines_toBT` evaluates it at the three points used above.

In `ashcroftLangreth_form`, `form` expands the matrix product, `key` is the identity without square roots, and the last step replaces $\sqrt{c_a}^{\,2}$ by $c_a$. `gap_eq_det` expands both sides directly instead of using the change of variables.

`posSemidef_iff_bhatiaThornton` gets the forward direction from `discrim_le_zero`. For the converse it divides the components of an arbitrary vector by $\sqrt{c_1}$ and $\sqrt{c_2}$ to recover $b_1,b_2$, then splits into $S_{NN}=0$ and $S_{NN}>0$, completing the square in the second case.
